# Canonical purification takes the occupations $(1-2y,\,y,\,y)$ with $0<y<1/3$ to $(1,0,0)$

Purification is one way for a linear-scaling electronic-structure code to build its density matrix without diagonalisation: a polynomial is applied repeatedly to a matrix with fractional occupations, to drive them towards 0 or 1. Canonical purification starts from a matrix $P$ with the right trace and uses a cubic polynomial, which is rebuilt at each step from traces of $P$, so that the electron number is kept without a search for the chemical potential.

For one non-interacting electron in three levels, with equal occupations $y$ in the two upper ones, the whole iteration reduces to one scalar map. Let $Q$ be the projector on the lowest level, so that $Q^2=Q$ and $\operatorname{tr}Q=1$, and let

$$P=(1-2y)\,Q+y\,(1-Q),\qquad 0<y<\tfrac13 .$$

One step keeps this form and replaces $y$ by

$$y'=\frac{2y^2(3-7y+3y^2)}{1-3y^2},\qquad 0<y'<y,\qquad y'\le 6y^2 .$$

Under repeated steps $y$ tends to 0 and the matrix tends to $Q$.

## From a Hamiltonian to the iteration

Take a Hamiltonian $H$ with one level at energy $\varepsilon$ and two at $\varepsilon+\Delta$, where $\Delta>0$. The usual starting matrix is linear in $H$:

$$P_0=\frac{\lambda}{3}(\mu-H)+\frac13,\qquad \mu=\frac{\operatorname{tr}H}{3}.$$

The scale $\lambda>0$ comes from bounds on the spectrum and keeps the occupations in $[0,1]$. The upper levels lie $\Delta/3$ above $\mu$, so $y=1/3-\lambda\Delta/9$. Exact spectral bounds give $\lambda\Delta=3$ and $y=0$, which is already the answer. Looser bounds give a smaller $\lambda$ and hence $0<y<1/3$.

Each iteration then forms $P^2$ and $P^3$, takes their traces, computes

$$c=\frac{\operatorname{tr}(P^2-P^3)}{\operatorname{tr}(P-P^2)},$$

and replaces $P$ by

$$\frac{(1-2c)P+(1+c)P^2-P^3}{1-c}\ \text{ if } c<\tfrac12,\qquad \frac{(1+c)P^2-P^3}{c}\ \text{ if } c\ge\tfrac12 .$$

With $\lambda\Delta=3/2$ the upper occupation starts at $1/6$ and runs through approximately 0.116, 0.063, 0.020, 0.0024 and 0.00003. The early steps gain little; the later ones show the quadratic bound at work.

## The scalar map and its limit

**Powers and traces.** Since $Q(1-Q)=0$, the cross terms in a power of $P$ vanish, and $P^k=(1-2y)^kQ+y^k(1-Q)$. With $\operatorname{tr}Q=1$ and $\operatorname{tr}(1-Q)=2$,

$$\operatorname{tr}(P-P^2)=2y(1-2y)+2y(1-y)=2y(2-3y),$$

$$\operatorname{tr}(P^2-P^3)=2y(1-2y)^2+2y^2(1-y)=2y(1-3y+3y^2).$$

**The branch.** Hence $c=(1-3y+3y^2)/(2-3y)$, and

$$\frac12-c=\frac{3y(1-2y)}{2(2-3y)}>0\quad\text{for }0<y<\tfrac12 .$$

The first formula therefore applies.

**The new occupation.** The coefficients are

$$1-c=\frac{1-3y^2}{2-3y},\qquad 1-2c=\frac{3y(1-2y)}{2-3y},\qquad 1+c=\frac{3(1-y)^2}{2-3y}.$$

Applying the polynomial to $y$ gives

$$y'=\frac{3y^2(1-2y)+3y^2(1-y)^2-y^3(2-3y)}{1-3y^2}=\frac{2y^2(3-7y+3y^2)}{1-3y^2}.$$

The definition of $c$ makes the trace of the new matrix equal to that of $P$: substituting $\operatorname{tr}(P^2-P^3)=c\operatorname{tr}(P-P^2)$ turns the trace of the numerator into $(1-c)\operatorname{tr}P$. The occupation on $Q$ is therefore $1-2y'$.

**The decrease.** Subtraction and factorisation give

$$y-y'=\frac{y(1-6y+11y^2-6y^3)}{1-3y^2}=\frac{y(1-y)(1-2y)(1-3y)}{1-3y^2}.$$

Every factor is positive for $0<y<1/3$, so $y'<y$. Also $3-7y+3y^2>3-7/3>0$, so $y'>0$.

**The quadratic bound.** For $0\le y<1/2$,

$$6y^2(1-3y^2)-2y^2(3-7y+3y^2)=2y^3(7-12y)\ge0,$$

and division by $1-3y^2>0$ gives $y'\le6y^2$.

**The limit.** Let $0<y\le y_0<1/3$. Then $(1-y)(1-2y)\ge2/9$, $1-3y\ge1-3y_0$ and $0<1-3y^2\le1$, so

$$y-y'\ge\tfrac29(1-3y_0)\,y,\qquad y'\le r\,y,\qquad r=1-\tfrac29(1-3y_0)<1 .$$

The iterates never exceed their starting value $y_0$, so the same $r$ serves at every step. After $k$ steps the occupation is at most $r^ky_0$, which tends to 0. Since $P$ depends continuously on $y$, the matrices tend to $Q$.

## The Lean source

```lean
import Mathlib

open Filter Topology

namespace CanonicalPurificationThreeLevels

noncomputable section

/-- Real matrices on three levels. -/
abbrev Mat3 := Matrix (Fin 3) (Fin 3) ℝ

/-- The parameter `c = tr(P² - P³) / tr(P - P²)` of canonical purification, meant for
matrices with `tr(P - P²) ≠ 0`. -/
def purifParam (P : Mat3) : ℝ :=
  Matrix.trace (P ^ 2 - P ^ 3) / Matrix.trace (P - P ^ 2)

/-- The cubic purification polynomial with parameter `c`, in its two branches. -/
def canonicalPoly (c : ℝ) (P : Mat3) : Mat3 :=
  if c < 1 / 2 then (1 - c)⁻¹ • ((1 - 2 * c) • P + (1 + c) • P ^ 2 - P ^ 3)
  else c⁻¹ • ((1 + c) • P ^ 2 - P ^ 3)

/-- One canonical trace-conserving step: the polynomial is applied with the parameter computed
from the current matrix, meant for `tr(P - P²) ≠ 0`. -/
def canonicalStep (P : Mat3) : Mat3 := canonicalPoly (purifParam P) P

/-- The matrix with occupation `a` on the range of `Q` and `b` on the range of `1 - Q`, for a
projector `Q`. -/
def levels (Q : Mat3) (a b : ℝ) : Mat3 := a • Q + b • (1 - Q)

/-- The map `y ↦ 2y²(3 - 7y + 3y²)/(1 - 3y²)`, meant for `3y² ≠ 1`. -/
def nextOcc (y : ℝ) : ℝ := 2 * y ^ 2 * (3 - 7 * y + 3 * y ^ 2) / (1 - 3 * y ^ 2)

/-- For a projector `Q`, taking a power of the matrix takes that power of each occupation. -/
theorem levels_pow {Q : Mat3} (hQ : Q * Q = Q) (a b : ℝ) (k : ℕ) :
    levels Q a b ^ k = levels Q (a ^ k) (b ^ k) := by
  have h1 : Q * (1 - Q) = 0 := by rw [mul_sub, mul_one, hQ, sub_self]
  have h2 : (1 - Q) * Q = 0 := by rw [sub_mul, one_mul, hQ, sub_self]
  have h3 : (1 - Q) * (1 - Q) = 1 - Q := by rw [mul_sub, mul_one, h2, sub_zero]
  induction k with
  | zero => simp [levels]
  | succ k ih =>
    rw [pow_succ, ih]
    unfold levels
    -- the cross terms vanish because the two projectors are complementary
    rw [add_mul, mul_add, mul_add]
    simp only [smul_mul_assoc, mul_smul_comm, hQ, h1, h2, h3, smul_zero]
    module

/-- For a projector of trace one and `0 < y < 1/2`, the occupations `(1-2y, y, y)` have
purification parameter `c = (1 - 3y + 3y²)/(2 - 3y)`. -/
theorem purifParam_levels {Q : Mat3} (hQ : Q * Q = Q) (hT : Matrix.trace Q = 1)
    {y : ℝ} (hy : 0 < y) (hy2 : y < 1 / 2) :
    purifParam (levels Q (1 - 2 * y) y) * (2 - 3 * y) = 1 - 3 * y + 3 * y ^ 2 := by
  have tr (a b : ℝ) : Matrix.trace (levels Q a b) = a + 2 * b := by
    simp only [levels, Matrix.trace_add, Matrix.trace_sub, Matrix.trace_smul,
      Matrix.trace_one, hT, Fintype.card_fin, smul_eq_mul]
    push_cast
    ring
  have hnum : Matrix.trace (levels Q (1 - 2 * y) y ^ 2 - levels Q (1 - 2 * y) y ^ 3)
      = (2 * y) * (1 - 3 * y + 3 * y ^ 2) := by
    rw [Matrix.trace_sub, levels_pow hQ, levels_pow hQ, tr, tr]
    ring
  have hden : Matrix.trace (levels Q (1 - 2 * y) y - levels Q (1 - 2 * y) y ^ 2)
      = (2 * y) * (2 - 3 * y) := by
    rw [Matrix.trace_sub, levels_pow hQ, tr, tr]
    ring
  have h2y : 2 * y ≠ 0 := by positivity
  have hE : 0 < 2 - 3 * y := by linarith
  rw [purifParam, hnum, hden, mul_div_mul_left _ _ h2y, div_mul_cancel₀ _ hE.ne']

/-- For a projector of trace one and `0 < y < 1/2`, one canonical step turns the occupations
`(1-2y, y, y)` into `(1-2y', y', y')` with `y' = 2y²(3 - 7y + 3y²)/(1 - 3y²)`. -/
theorem canonicalStep_levels {Q : Mat3} (hQ : Q * Q = Q) (hT : Matrix.trace Q = 1)
    {y : ℝ} (hy : 0 < y) (hy2 : y < 1 / 2) :
    canonicalStep (levels Q (1 - 2 * y) y)
      = levels Q (1 - 2 * nextOcc y) (nextOcc y) := by
  have hE : 0 < 2 - 3 * y := by linarith
  have hD : 0 < 1 - 3 * y ^ 2 := by nlinarith
  have hE' := hE.ne'
  have hD' := hD.ne'
  obtain ⟨c, hc⟩ : ∃ c, c = (1 - 3 * y + 3 * y ^ 2) / (2 - 3 * y) := ⟨_, rfl⟩
  -- the parameter selects the first branch
  have hlt : c < 1 / 2 := by
    rw [hc, div_lt_iff₀ hE]
    nlinarith [mul_pos hy (sub_pos.mpr hy2)]
  have h1c : 1 - c = (1 - 3 * y ^ 2) / (2 - 3 * y) := by
    rw [hc, eq_div_iff hE', sub_mul, div_mul_cancel₀ _ hE']
    ring
  have hb : (1 - c)⁻¹ * ((1 - 2 * c) * y + (1 + c) * y ^ 2 - y ^ 3) = nextOcc y := by
    rw [h1c, hc, nextOcc]
    field_simp
    ring
  have ha : (1 - c)⁻¹ * ((1 - 2 * c) * (1 - 2 * y) + (1 + c) * (1 - 2 * y) ^ 2
      - (1 - 2 * y) ^ 3) = 1 - 2 * nextOcc y := by
    rw [h1c, hc, nextOcc]
    field_simp
    ring
  have hp : purifParam (levels Q (1 - 2 * y) y) = c := by
    rw [hc, eq_div_iff hE']
    exact purifParam_levels hQ hT hy hy2
  rw [canonicalStep, hp, canonicalPoly, if_pos hlt,
    levels_pow hQ, levels_pow hQ, ← ha, ← hb]
  unfold levels
  module

/-- Where `3y² ≠ 1`, the decrease of `y` in one step factorises, with zeros at
`0`, `1/3`, `1/2` and `1`. -/
theorem sub_nextOcc {y : ℝ} (hD : 1 - 3 * y ^ 2 ≠ 0) :
    y - nextOcc y = y * (1 - 3 * y) * ((1 - y) * (1 - 2 * y)) / (1 - 3 * y ^ 2) := by
  rw [nextOcc, eq_div_iff hD, sub_mul, div_mul_cancel₀ _ hD]
  ring

/-- For `0 < y < 1/3` the new occupation lies strictly between `0` and `y`. -/
theorem nextOcc_between {y : ℝ} (hy : 0 < y) (hy3 : y < 1 / 3) :
    0 < nextOcc y ∧ nextOcc y < y := by
  have hD : 0 < 1 - 3 * y ^ 2 := by nlinarith
  constructor
  · have h : 0 < 3 - 7 * y + 3 * y ^ 2 := by nlinarith [sq_nonneg y]
    exact div_pos (mul_pos (by positivity) h) hD
  · have h : 0 < y - nextOcc y := by
      rw [sub_nextOcc hD.ne']
      exact div_pos (mul_pos (mul_pos hy (by linarith))
        (mul_pos (by linarith) (by linarith))) hD
    linarith

/-- For `0 ≤ y < 1/2` the new occupation is at most `6y²`. -/
theorem nextOcc_le_sq {y : ℝ} (hy : 0 ≤ y) (hy2 : y < 1 / 2) : nextOcc y ≤ 6 * y ^ 2 := by
  have hD : 0 < 1 - 3 * y ^ 2 := by nlinarith
  have h7 : 0 ≤ 7 - 12 * y := by linarith
  rw [nextOcc, div_le_iff₀ hD]
  nlinarith [mul_nonneg (pow_nonneg hy 3) h7]

/-- For `0 < y ≤ y₀ < 1/3` one step shrinks `y` at least by the factor `1 - 2(1 - 3y₀)/9`. -/
theorem nextOcc_contract {y y₀ : ℝ} (hy : 0 < y) (hle : y ≤ y₀) (h₀ : y₀ < 1 / 3) :
    nextOcc y ≤ (1 - 2 * (1 - 3 * y₀) / 9) * y := by
  have hD : 0 < 1 - 3 * y ^ 2 := by nlinarith
  have hp : 0 ≤ 2 * (1 - 3 * y₀) / 9 * y := mul_nonneg (by linarith) hy.le
  have hq : 0 ≤ y * (1 - 3 * y) := mul_nonneg hy.le (by linarith)
  have hr : 2 / 9 ≤ (1 - y) * (1 - 2 * y) := by
    have h1 : 0 ≤ 1 / 3 - y := by linarith
    have h2 : 0 ≤ 7 / 3 - 2 * y := by linarith
    nlinarith [mul_nonneg h1 h2]
  have key : 2 * (1 - 3 * y₀) / 9 * y ≤ y - nextOcc y := by
    rw [sub_nextOcc hD.ne', le_div_iff₀ hD]
    calc 2 * (1 - 3 * y₀) / 9 * y * (1 - 3 * y ^ 2)
        ≤ 2 * (1 - 3 * y₀) / 9 * y * 1 :=
          mul_le_mul_of_nonneg_left (by nlinarith [sq_nonneg y]) hp
      _ ≤ y * (1 - 3 * y) * (2 / 9) := by
          nlinarith [mul_nonneg hy.le (sub_nonneg.mpr hle)]
      _ ≤ y * (1 - 3 * y) * ((1 - y) * (1 - 2 * y)) := mul_le_mul_of_nonneg_left hr hq
  linarith

/-- Let `Q` be a projector of trace one and `0 < y < 1/3`. Canonical purification started from
the occupations `(1-2y, y, y)` follows the scalar map, the small occupation stays positive and
falls strictly at each step towards `0`, and the matrices converge to `Q`. -/
theorem canonical_purification_converges {Q : Mat3} (hQ : Q * Q = Q)
    (hT : Matrix.trace Q = 1) {y : ℝ} (hy : 0 < y) (hy3 : y < 1 / 3) :
    (∀ k, canonicalStep^[k] (levels Q (1 - 2 * y) y)
        = levels Q (1 - 2 * nextOcc^[k] y) (nextOcc^[k] y)) ∧
    (∀ k, 0 < nextOcc^[k + 1] y ∧ nextOcc^[k + 1] y < nextOcc^[k] y) ∧
    Tendsto (fun k => nextOcc^[k] y) atTop (𝓝 0) ∧
    Tendsto (fun k => canonicalStep^[k] (levels Q (1 - 2 * y) y)) atTop (𝓝 Q) := by
  have orbit : ∀ k, 0 < nextOcc^[k] y ∧ nextOcc^[k] y ≤ y := by
    intro k
    induction k with
    | zero => exact ⟨hy, le_refl y⟩
    | succ k ih =>
      rw [Function.iterate_succ_apply']
      have h := nextOcc_between ih.1 (by linarith [ih.2])
      exact ⟨h.1, by linarith [h.2, ih.2]⟩
  have hstep : ∀ k, canonicalStep^[k] (levels Q (1 - 2 * y) y)
      = levels Q (1 - 2 * nextOcc^[k] y) (nextOcc^[k] y) := by
    intro k
    induction k with
    | zero => rfl
    | succ k ih =>
      rw [Function.iterate_succ_apply', ih, Function.iterate_succ_apply']
      exact canonicalStep_levels hQ hT (orbit k).1 (by linarith [(orbit k).2])
  -- geometric bound on the small occupation
  obtain ⟨r, hr⟩ : ∃ r, r = 1 - 2 * (1 - 3 * y) / 9 := ⟨_, rfl⟩
  have hr0 : 0 ≤ r := by linarith
  have hr1 : r < 1 := by linarith
  have hgeo : ∀ k, nextOcc^[k] y ≤ r ^ k * y := by
    intro k
    induction k with
    | zero => simp
    | succ k ih =>
      rw [Function.iterate_succ_apply']
      calc nextOcc (nextOcc^[k] y) ≤ r * nextOcc^[k] y := by
            rw [hr]
            exact nextOcc_contract (orbit k).1 (orbit k).2 hy3
        _ ≤ r * (r ^ k * y) := mul_le_mul_of_nonneg_left ih hr0
        _ = r ^ (k + 1) * y := by ring
  have hlim : Tendsto (fun k => nextOcc^[k] y) atTop (𝓝 0) := by
    have h := (tendsto_pow_atTop_nhds_zero_of_lt_one hr0 hr1).mul_const y
    rw [zero_mul] at h
    exact squeeze_zero (fun k => (orbit k).1.le) hgeo h
  refine ⟨hstep, fun k => ?_, hlim, ?_⟩
  · rw [Function.iterate_succ_apply']
    exact nextOcc_between (orbit k).1 (by linarith [(orbit k).2])
  · -- the matrix depends continuously on the small occupation
    have hcont : Continuous (fun t : ℝ => levels Q (1 - 2 * t) t) := by
      unfold levels
      fun_prop
    have h := (hcont.tendsto 0).comp hlim
    have h0 : levels Q (1 - 2 * 0) 0 = Q := by simp [levels]
    rw [h0] at h
    exact h.congr (fun k => (hstep k).symm)

/-- The matrix `Q = diag(1, 0, 0)` is a projector of trace one, and for every real `y` the matrix
`levels Q (1 - 2 * y) y` is `diag(1-2y, y, y)`. -/
theorem levels_witness (y : ℝ) :
    (!![1, 0, 0; 0, 0, 0; 0, 0, 0] : Mat3) * !![1, 0, 0; 0, 0, 0; 0, 0, 0]
        = !![1, 0, 0; 0, 0, 0; 0, 0, 0] ∧
    Matrix.trace (!![1, 0, 0; 0, 0, 0; 0, 0, 0] : Mat3) = 1 ∧
    levels !![1, 0, 0; 0, 0, 0; 0, 0, 0] (1 - 2 * y) y
        = !![1 - 2 * y, 0, 0; 0, y, 0; 0, 0, y] := by
  refine ⟨?_, ?_, ?_⟩
  · ext i j
    fin_cases i <;> fin_cases j <;> simp [Matrix.mul_apply, Fin.sum_univ_succ]
  · simp [Matrix.trace, Fin.sum_univ_succ]
  · ext i j
    fin_cases i <;> fin_cases j <;> simp [levels]

/-- The uniform density matrix with all three occupations equal to `1/3` is left unchanged by
the canonical step. -/
theorem canonicalStep_uniform :
    canonicalStep ((1 / 3 : ℝ) • (1 : Mat3)) = (1 / 3 : ℝ) • (1 : Mat3) := by
  obtain ⟨hQ, hT, -⟩ := levels_witness 0
  have h := canonicalStep_levels hQ hT (y := 1 / 3) (by norm_num) (by norm_num)
  have e (Q : Mat3) : levels Q (1 - 2 * (1 / 3)) (1 / 3) = (1 / 3 : ℝ) • (1 : Mat3) := by
    unfold levels
    module
  have hn : nextOcc (1 / 3) = 1 / 3 := by norm_num [nextOcc]
  rw [hn, e] at h
  exact h

end

end CanonicalPurificationThreeLevels
```

```lean
#print axioms CanonicalPurificationThreeLevels.nextOcc_le_sq
#print axioms CanonicalPurificationThreeLevels.canonical_purification_converges
#print axioms CanonicalPurificationThreeLevels.canonicalStep_uniform
```

```
'CanonicalPurificationThreeLevels.nextOcc_le_sq' depends on axioms: [propext, Classical.choice, Quot.sound]
'CanonicalPurificationThreeLevels.canonical_purification_converges' depends on axioms: [propext, Classical.choice, Quot.sound]
'CanonicalPurificationThreeLevels.canonicalStep_uniform' depends on axioms: [propext, Classical.choice, Quot.sound]
```

## Reading the theorems as physics

`Mat3` is the type of real $3\times3$ matrices. `levels Q a b` is a density matrix with occupation `a` on the range of `Q` and `b` on its complement; despite the name, it contains no energies. `canonicalStep` is the matrix update with both branches, and `nextOcc` is the scalar map $y\mapsto y'$. The notation `f^[k]` means $k$ applications of `f`.

The main theorem, `canonical_purification_converges`, assumes `Q * Q = Q`, trace one and $0<y<1/3$. Its four conclusions are that the matrix iteration follows the scalar map at every step, that the small occupation stays positive and falls strictly, that it tends to 0, and that the matrices tend to `Q` entry by entry. `Q` need not be symmetric; the density matrix in an orthonormal basis is the symmetric case.

`levels_witness` supplies the concrete case $Q=\operatorname{diag}(1,0,0)$, for which $P=\operatorname{diag}(1-2y,y,y)$. `canonicalStep_uniform` shows that the matrix with all occupations $1/3$ is stationary, so the condition $y<1/3$ can't be weakened to $y\le1/3$. Physically, the condition says that the level to be filled starts with more charge than either of the others.

## From matrix algebra to convergence

`levels_pow` proves the rule for powers by induction, using the vanishing products of `Q` and `1 - Q`. `purifParam_levels` evaluates the two traces and cancels the common factor $2y$. `canonicalStep_levels` selects the branch and checks both new occupations directly: `field_simp` clears the denominators and `ring` compares the polynomials.

`sub_nextOcc` is the factorisation. `nextOcc_between` reads $y'<y$ from its signs and proves $y'>0$ from the formula for $y'$, and `nextOcc_contract` turns the factorisation into the factor $r$. `nextOcc_le_sq` gives the quadratic bound separately; the convergence proof uses only the geometric one, through `squeeze_zero`.

The inductions on the number of steps depend on `Function.iterate_succ_apply'`. By definition, Lean unfolds `f^[k+1] x` as `f^[k] (f x)`, which puts the extra step first and changes the starting point, so an induction hypothesis about the original start no longer fits. The primed lemma rewrites the same expression as `f (f^[k] x)`. The extra step now comes last, the induction hypothesis describes its input, and `canonicalStep_levels` or a scalar bound applies to it. This is how a statement about one update becomes a statement about the whole run.

## Where the guarantee ends

The theorems concern three levels, one electron and equal upper occupations. Unequal upper occupations would need more than one scalar, and the branch $c\ge1/2$ is defined but never entered from these starting matrices.

The theorems also use exact real arithmetic, whereas a real code works with floating-point matrices and may discard small elements. One place where this matters is near convergence. The theorem keeps $y$ positive, so $\operatorname{tr}(P-P^2)$ is never zero during the iteration, but it tends to zero together with the numerator of $c$. In finite precision, $c$ then becomes a quotient of two small, inaccurate numbers, so a code needs a safeguard, such as stopping the iteration or switching to fixed coefficients before that quotient loses its meaning.
